# One orthonormal basis makes real symmetric every Hermitian matrix that commutes with a given time reversal squaring to +1

Q: Before diagonalising a time-reversal-invariant Hamiltonian for a spinless particle, written in complex spherical harmonics, I change to real harmonics and call a real symmetric eigensolver. You say a theorem about matrices covers this step. Where is time reversal in it?

A: In a unitary matrix U. Fix an orthonormal basis of ℂⁿ and let conj act entrywise in it. Time reversal is then the antiunitary map

T v = U conj(v).

Applying it twice gives T²v = U conj(U) v. A Hamiltonian H commutes with T when H U conj(v) = U conj(H) conj(v) for every v, that is, when

U conj(H) = H U.

The Lean code works with these matrix equations and does not define T as a separate operator. The index type `n` is any finite type, `conjM` is conj, and `ofRealM` reads a real matrix as a complex one. The two Pauli matrices serve an example at the end.

```lean
import Mathlib

open scoped Matrix

namespace SpinlessReversalRealBasis

noncomputable section

variable {n : Type*} [Fintype n] [DecidableEq n]

/-- Entrywise complex conjugation of a square matrix. -/
def conjM : Matrix n n ℂ →+* Matrix n n ℂ := (starRingEnd ℂ).mapMatrix

/-- A real square matrix regarded as a complex one. -/
def ofRealM : Matrix n n ℝ →+* Matrix n n ℂ := Complex.ofRealHom.mapMatrix

/-- The Pauli matrix σx. -/
def σx : Matrix (Fin 2) (Fin 2) ℂ := !![0, 1; 1, 0]

/-- The Pauli matrix σy. -/
def σy : Matrix (Fin 2) (Fin 2) ℂ := !![0, -Complex.I; Complex.I, 0]
```

Q: And "real" means what, exactly?

A: That the matrix equals its own conjugate. The first lemma below turns this into the existence of a real matrix `R`, built from the real parts. The second says that the adjoint † (`ᴴ` in Lean) of a real matrix is its transpose. The third collects the relations V†V = VV† = 1 and their conjugates, conj(V)Vᵀ = Vᵀconj(V) = 1.

```lean
/-- A matrix equals its complex conjugate exactly when it is a real matrix. -/
theorem conjM_eq_self_iff (A : Matrix n n ℂ) : conjM A = A ↔ ∃ R, A = ofRealM R := by
  constructor
  · intro h
    refine ⟨A.map Complex.re, Matrix.ext fun i j => ?_⟩
    have hij : (starRingEnd ℂ) (A i j) = A i j := congrFun (congrFun h i) j
    exact (Complex.conj_eq_iff_re.mp hij).symm
  · rintro ⟨R, rfl⟩
    exact Matrix.ext fun i j => Complex.conj_ofReal (R i j)

/-- The adjoint of a real matrix is its transpose. -/
theorem ofRealM_conjTranspose (R : Matrix n n ℝ) : (ofRealM R)ᴴ = ofRealM Rᵀ :=
  Matrix.ext fun i j => Complex.conj_ofReal (R j i)

/-- The unitarity relations of V and of its complex conjugate. -/
theorem unitary_relations {V : Matrix n n ℂ} (hV : V ∈ Matrix.unitaryGroup n ℂ) :
    Vᴴ * V = 1 ∧ V * Vᴴ = 1 ∧ conjM V * Vᵀ = 1 ∧ Vᵀ * conjM V = 1 := by
  have h2 : V * Vᴴ = 1 := Matrix.mem_unitaryGroup_iff.1 hV
  have e : conjM Vᴴ = Vᵀ := Matrix.ext fun i j => Complex.conj_conj _
  have h3 : conjM V * Vᵀ = 1 := by rw [← e, ← map_mul, h2, map_one]
  exact ⟨Matrix.mem_unitaryGroup_iff'.1 hV, h2, h3, mul_eq_one_comm.1 h3⟩
```

Q: The main theorem assumes Uᵀ = U. I would have assumed T² = +1.

A: For unitary U they are the same condition. If U conj(U) = 1, multiply on the right by Uᵀ and use conj(U)Uᵀ = 1 to get U = Uᵀ. Conversely, if Uᵀ = U, then Uᵀconj(U) = 1 reads U conj(U) = 1.

```lean
/-- The reversal v ↦ U conj(v) with unitary U squares to +1 exactly when U is symmetric. -/
theorem reversal_sq_eq_one_iff {U : Matrix n n ℂ} (hU : U ∈ Matrix.unitaryGroup n ℂ) :
    U * conjM U = 1 ↔ Uᵀ = U := by
  obtain ⟨h1, h2, h3, h4⟩ := unitary_relations hU
  constructor
  · intro h
    calc Uᵀ = (U * conjM U) * Uᵀ := by rw [h, one_mul]
      _ = U := by rw [mul_assoc, h3, mul_one]
  · intro h
    rw [h] at h4
    exact h4
```

This is all that "spinless" means here. The sign of T² is assumed, not derived from a particle's spin. Spin one-half, with U = iσy up to a phase, has an antisymmetric U and T² = −1, so it is excluded.

Q: Then show me how a real basis arises. Why should there be enough vectors with T v = v?

A: For real t, consider

M(t) = (1 + U) + i t (1 − U).

Since U conj(U) = 1,

U conj(M(t)) = (U + 1) − i t (U − 1) = M(t),

so every column of M(t) is invariant under T. The columns must also be linearly independent. The determinant of M(t) is a polynomial in t, and at t = −i the matrix is (1 + U) + (1 − U) = 2·1, with determinant 2ⁿ ≠ 0. A nonzero polynomial has finitely many roots, so some real t gives an invertible M.

In the proof, `p` is this polynomial, `hp` identifies its values with determinants, `hne` is the evaluation at −i, and `ht` finds the real t. The last lines check the invariance.

```lean
/-- A symmetric unitary reversal leaves invariant every column of some invertible matrix M. -/
theorem exists_invariant_frame {U : Matrix n n ℂ} (hU : U ∈ Matrix.unitaryGroup n ℂ)
    (hs : Uᵀ = U) : ∃ M : Matrix n n ℂ, M.det ≠ 0 ∧ U * conjM M = M := by
  have hUU := (reversal_sq_eq_one_iff hU).2 hs
  have hsm : ∀ (c : ℂ) (A : Matrix n n ℂ), conjM (c • A) = (starRingEnd ℂ) c • conjM A :=
    fun c A => Matrix.ext fun i j => map_mul (starRingEnd ℂ) c (A i j)
  let B : Matrix n n ℂ := Complex.I • (1 - U)
  -- the determinant of (1 + U) + w i (1 - U) is a polynomial in w
  let p : Polynomial ℂ := (Matrix.of fun i j =>
    Polynomial.C ((1 + U) i j) + Polynomial.X * Polynomial.C (B i j)).det
  have hp : ∀ w : ℂ, p.eval w = ((1 + U) + w • B).det := by
    intro w
    change Polynomial.evalRingHom w (Matrix.det _) = _
    rw [RingHom.map_det]
    congr 1
    refine Matrix.ext fun i j => ?_
    simp
    exact mul_comm _ _
  -- it is nonzero at w = -i, hence nonzero at some real w
  have hne : p.eval (-Complex.I) ≠ 0 := by
    have e : (1 + U) + (-Complex.I) • B = (2 : ℂ) • (1 : Matrix n n ℂ) := by
      change (1 + U) + (-Complex.I) • (Complex.I • (1 - U)) = _
      rw [smul_smul, neg_mul, Complex.I_mul_I, neg_neg, one_smul, two_smul]
      abel
    rw [hp, e, Matrix.det_smul, Matrix.det_one, mul_one]
    exact pow_ne_zero _ two_ne_zero
  have ht : ∃ t : ℝ, p.eval (t : ℂ) ≠ 0 := by
    by_contra hc
    have p0 : p = 0 := Polynomial.eq_zero_of_infinite_isRoot p
      (Set.infinite_of_injective_forall_mem (f := fun t : ℝ => (t : ℂ))
        Complex.ofReal_injective (fun t => by_contra fun h => hc ⟨t, h⟩))
    exact hne (by rw [p0, Polynomial.eval_zero])
  obtain ⟨t, ht⟩ := ht
  refine ⟨(1 + U) + (t : ℂ) • B, by rwa [hp] at ht, ?_⟩
  simp only [B, map_add, map_sub, map_one, hsm, Complex.conj_ofReal, Complex.conj_I,
    mul_add, mul_sub, mul_one, mul_smul_comm, hUU]
  module
```

Q: Invertible is not orthonormal. If you orthonormalise with complex coefficients, you lose the invariance.

A: Real coefficients suffice, because the overlaps are real. Transposing M = U conj(M) gives Mᵀ = M†U, hence

conj(M†M) = Mᵀ conj(M) = M†U conj(M) = M†M.

So M†M is a real symmetric matrix R. Diagonalise it with a real orthogonal O:

OᵀRO = diag(d).

Each dⱼ is the squared length of column j of MO. That column is nonzero because MO is invertible, so dⱼ > 0. Put X = O diag(1/√dⱼ). Then

(MX)†(MX) = XᵀRX = 1.

The Lean proof follows the same order: `hT` is the transposed equation, `hR` the reality of the overlap matrix, `hRO` the diagonalisation taken from Mathlib's spectral theorem, `hpos` the positivity and `hD1` the rescaling.

```lean
/-- If U is symmetric and M is invertible with U conj(M) = M, then suitable real linear combinations
of the columns of M are orthonormal. -/
theorem real_orthonormalisation {U M : Matrix n n ℂ} (hs : Uᵀ = U) (hdet : M.det ≠ 0)
    (hM : U * conjM M = M) :
    ∃ X : Matrix n n ℝ, (M * ofRealM X)ᴴ * (M * ofRealM X) = 1 := by
  -- the overlap matrix is real
  have hT : Mᴴ * U = Mᵀ := by
    have h := congrArg Matrix.transpose hM
    rw [Matrix.transpose_mul, hs] at h
    exact h
  have e : conjM Mᴴ = Mᵀ := Matrix.ext fun i j => Complex.conj_conj _
  obtain ⟨R, hR⟩ := (conjM_eq_self_iff (Mᴴ * M)).1 (by
    rw [map_mul, e, ← hT, mul_assoc, hM])
  have hRs : ofRealM Rᵀ = ofRealM R := by
    rw [← ofRealM_conjTranspose, ← hR, Matrix.conjTranspose_mul,
      Matrix.conjTranspose_conjTranspose]
  have hH : R.IsHermitian :=
    Matrix.ext fun i j => Complex.ofReal_injective (congrFun (congrFun hRs i) j)
  -- diagonalise it by a real orthogonal matrix
  obtain ⟨O, d, hO, hRO⟩ : ∃ (O : Matrix n n ℝ) (d : n → ℝ),
      Oᵀ * O = 1 ∧ R * O = O * Matrix.diagonal d := by
    refine ⟨hH.eigenvectorUnitary, hH.eigenvalues, ?_, Matrix.ext fun i j => ?_⟩
    · exact Matrix.mem_unitaryGroup_iff'.1 hH.eigenvectorUnitary.2
    · have h := congrFun (hH.mulVec_eigenvectorBasis j) i
      rw [Matrix.mul_diagonal, Matrix.mul_apply, mul_comm _ (hH.eigenvalues j)]
      simp only [Matrix.IsHermitian.eigenvectorUnitary_apply]
      exact h
  have hN : (M * ofRealM O)ᴴ * (M * ofRealM O) = ofRealM (Matrix.diagonal d) := by
    have hD : Oᵀ * (R * O) = Matrix.diagonal d := by rw [hRO, ← mul_assoc, hO, one_mul]
    rw [Matrix.conjTranspose_mul, ofRealM_conjTranspose, ← hD, map_mul, map_mul, ← hR]
    simp only [mul_assoc]
  have hNd : (M * ofRealM O).det ≠ 0 := by
    rw [Matrix.det_mul]
    refine mul_ne_zero hdet fun h0 => ?_
    have h := congrArg (fun A => (ofRealM A).det) hO
    simp [map_mul, Matrix.det_mul, h0] at h
  -- its eigenvalues are squared lengths of nonzero vectors
  have hpos : ∀ j, 0 < d j := by
    intro j
    have hj : d j = ∑ i, Complex.normSq ((M * ofRealM O) i j) := by
      apply Complex.ofReal_injective
      have e : ofRealM (Matrix.diagonal d) j j = (d j : ℂ) := by simp [ofRealM]
      rw [← e, ← hN, Matrix.mul_apply, Complex.ofReal_sum]
      exact Finset.sum_congr rfl fun i _ => Complex.normSq_eq_conj_mul_self.symm
    have hnn : ∀ i ∈ Finset.univ, 0 ≤ Complex.normSq ((M * ofRealM O) i j) :=
      fun i _ => Complex.normSq_nonneg _
    refine lt_of_le_of_ne (hj ▸ Finset.sum_nonneg hnn) fun h0 => hNd ?_
    have hz := (Finset.sum_eq_zero_iff_of_nonneg hnn).1 (hj.symm.trans h0.symm)
    exact Matrix.det_eq_zero_of_column_eq_zero j
      fun i => Complex.normSq_eq_zero.1 (hz i (Finset.mem_univ i))
  have hsq : ∀ j, ∃ s : ℝ, s * d j * s = 1 := fun j => by
    have h0 : √(d j) ≠ 0 := (Real.sqrt_pos.2 (hpos j)).ne'
    refine ⟨(√(d j))⁻¹, ?_⟩
    calc (√(d j))⁻¹ * d j * (√(d j))⁻¹
        = (√(d j))⁻¹ * (√(d j) * √(d j)) * (√(d j))⁻¹ := by
          rw [Real.mul_self_sqrt (hpos j).le]
      _ = 1 := by rw [inv_mul_cancel_left₀ h0, mul_inv_cancel₀ h0]
  choose s hs1 using hsq
  have hD1 : Matrix.diagonal s * Matrix.diagonal d * Matrix.diagonal s = 1 := by
    rw [Matrix.diagonal_mul_diagonal, Matrix.diagonal_mul_diagonal, ← Matrix.diagonal_one]
    exact congrArg Matrix.diagonal (funext hs1)
  refine ⟨O * Matrix.diagonal s, ?_⟩
  have hX : M * ofRealM (O * Matrix.diagonal s)
      = M * ofRealM O * ofRealM (Matrix.diagonal s) := by rw [map_mul, mul_assoc]
  rw [hX, Matrix.conjTranspose_mul, ofRealM_conjTranspose, Matrix.diagonal_transpose,
    mul_assoc, ← mul_assoc (M * ofRealM O)ᴴ, hN, ← map_mul, ← map_mul, ← mul_assoc, hD1,
    map_one]
```

Q: How do you get from there to a statement about U alone?

A: Let V = MX. It is unitary, and since X is real,

U conj(V) = U conj(M) X = MX = V.

Multiplying on the right by Vᵀ gives U = VVᵀ. Conversely, any matrix of the form VVᵀ is symmetric. In the proof, `hinv` is the invariance of V.

```lean
/-- A unitary matrix U is symmetric exactly when U = V Vᵀ for some unitary V. -/
theorem symmetric_iff_factorisation {U : Matrix n n ℂ} (hU : U ∈ Matrix.unitaryGroup n ℂ) :
    Uᵀ = U ↔ ∃ V ∈ Matrix.unitaryGroup n ℂ, U = V * Vᵀ := by
  constructor
  · intro hs
    obtain ⟨M, hdet, hM⟩ := exists_invariant_frame hU hs
    obtain ⟨X, hX⟩ := real_orthonormalisation hs hdet hM
    have hV : M * ofRealM X ∈ Matrix.unitaryGroup n ℂ := Matrix.mem_unitaryGroup_iff'.2 hX
    refine ⟨_, hV, ?_⟩
    -- the new basis is still invariant under reversal
    have hinv : U * conjM (M * ofRealM X) = M * ofRealM X := by
      rw [map_mul, (conjM_eq_self_iff _).2 ⟨X, rfl⟩, ← mul_assoc, hM]
    have h3 := (unitary_relations hV).2.2.1
    calc U = U * (conjM (M * ofRealM X) * (M * ofRealM X)ᵀ) := by rw [h3, mul_one]
      _ = _ := by rw [← mul_assoc, hinv]
  · rintro ⟨V, _, rfl⟩
    rw [Matrix.transpose_mul, Matrix.transpose_transpose]
```

Q: Now the Hamiltonian. I worry that V is chosen afresh for each H. Any Hermitian matrix is real in its own eigenbasis, so that would be worthless.

A: It would, and the order of the quantifiers rules it out. In the next theorem `∃ V` comes before `∀ H`: one V, built from U alone, serves every Hermitian H. The statement is also an equivalence. In this basis, the Hermitian matrices that commute with T are precisely those for which V†HV is real symmetric.

By hand, set K = V†HV, so that conj(K) = Vᵀ conj(H) conj(V). If U conj(H) = H U with U = VVᵀ, then

conj(K) = V†(VVᵀ conj(H)) conj(V) = V†H V Vᵀ conj(V) = K.

Thus K is real, and being Hermitian it is symmetric. For the converse, start from conj(K) = K, multiply by V on the left and Vᵀ on the right, and get VVᵀ conj(H) = H VVᵀ. The two `calc` blocks are these two computations, with `c` supplying the formula for conj(K).

```lean
/-- For a symmetric unitary U there is a unitary V, not depending on H, with U = V Vᵀ such that a
Hermitian H obeys U conj(H) = H U exactly when V†HV is a real symmetric matrix. -/
theorem real_basis_of_spinless_reversal {U : Matrix n n ℂ}
    (hU : U ∈ Matrix.unitaryGroup n ℂ) (hs : Uᵀ = U) :
    ∃ V ∈ Matrix.unitaryGroup n ℂ, U = V * Vᵀ ∧ ∀ H : Matrix n n ℂ, H.IsHermitian →
      (U * conjM H = H * U ↔ ∃ R : Matrix n n ℝ, Rᵀ = R ∧ Vᴴ * H * V = ofRealM R) := by
  obtain ⟨V, hV, hUV⟩ := (symmetric_iff_factorisation hU).1 hs
  obtain ⟨h1, h2, h3, h4⟩ := unitary_relations hV
  refine ⟨V, hV, hUV, fun H hH => ?_⟩
  have e : conjM Vᴴ = Vᵀ := Matrix.ext fun i j => Complex.conj_conj _
  have c : conjM (Vᴴ * H * V) = Vᵀ * conjM H * conjM V := by rw [map_mul, map_mul, e]
  rw [hUV]
  constructor
  · intro h
    obtain ⟨R, hR⟩ := (conjM_eq_self_iff (Vᴴ * H * V)).1 (by
      rw [c]
      calc Vᵀ * conjM H * conjM V = Vᴴ * V * Vᵀ * conjM H * conjM V := by rw [h1, one_mul]
        _ = Vᴴ * (V * Vᵀ * conjM H) * conjM V := by simp only [mul_assoc]
        _ = Vᴴ * H * V * (Vᵀ * conjM V) := by rw [h]; simp only [mul_assoc]
        _ = Vᴴ * H * V := by rw [h4, mul_one])
    have hRs : ofRealM Rᵀ = ofRealM R := by
      rw [← ofRealM_conjTranspose, ← hR, Matrix.conjTranspose_mul, Matrix.conjTranspose_mul,
        Matrix.conjTranspose_conjTranspose, hH.eq, mul_assoc]
    exact ⟨R, Matrix.ext fun i j =>
      Complex.ofReal_injective (congrFun (congrFun hRs i) j), hR⟩
  · rintro ⟨R, _, hR⟩
    have hk := (conjM_eq_self_iff _).2 ⟨R, hR⟩
    rw [c] at hk
    calc V * Vᵀ * conjM H = V * Vᵀ * conjM H * (conjM V * Vᵀ) := by rw [h3, mul_one]
      _ = V * (Vᵀ * conjM H * conjM V) * Vᵀ := by simp only [mul_assoc]
      _ = V * Vᴴ * (H * (V * Vᵀ)) := by rw [hk]; simp only [mul_assoc]
      _ = H * (V * Vᵀ) := by rw [h2, one_mul]
```

For a time-reversal-invariant spinless problem in a finite orthonormal basis whose span T maps to itself, this justifies the real eigensolver: K has the same spectrum as H, and V carries its eigenvectors back. The theorem does not cover infinite-dimensional operators or non-orthogonal basis sets.

Q: My real harmonics may differ from the basis your proof builds. Does that matter?

A: They differ only by a real orthogonal matrix, provided both bases factorise the same U. A unitary W does so when each of its columns is invariant, since U conj(W) = W gives U = WWᵀ. Real harmonics with real radial factors are invariant when T is complex conjugation of the wave function. Suppose VVᵀ = WWᵀ and let O = V†W. Then

conj(O) = Vᵀ conj(W) = V†(VVᵀ) conj(W) = V†W Wᵀ conj(W) = O,

so O is real. It is also unitary, hence orthogonal, and W = VO. In the other direction, VO(VO)ᵀ = V OOᵀ Vᵀ = VVᵀ. A real symmetric matrix stays real symmetric under such a change of basis.

```lean
/-- Two unitaries V and W give the same reversal matrix V Vᵀ = W Wᵀ exactly when they
differ by a real orthogonal change of basis. -/
theorem real_basis_unique {V W : Matrix n n ℂ} (hV : V ∈ Matrix.unitaryGroup n ℂ)
    (hW : W ∈ Matrix.unitaryGroup n ℂ) :
    V * Vᵀ = W * Wᵀ ↔ ∃ O : Matrix n n ℝ, Oᵀ * O = 1 ∧ W = V * ofRealM O := by
  obtain ⟨v1, v2, _, _⟩ := unitary_relations hV
  obtain ⟨w1, _, _, w4⟩ := unitary_relations hW
  constructor
  · intro h
    have e : conjM Vᴴ = Vᵀ := Matrix.ext fun i j => Complex.conj_conj _
    obtain ⟨O, hO⟩ := (conjM_eq_self_iff (Vᴴ * W)).1 (by
      rw [map_mul, e]
      calc Vᵀ * conjM W = Vᴴ * V * Vᵀ * conjM W := by rw [v1, one_mul]
        _ = Vᴴ * (W * Wᵀ) * conjM W := by rw [← h]; simp only [mul_assoc]
        _ = Vᴴ * W * (Wᵀ * conjM W) := by simp only [mul_assoc]
        _ = Vᴴ * W := by rw [w4, mul_one])
    have hOO : ofRealM (Oᵀ * O) = ofRealM 1 := by
      rw [map_mul, ← ofRealM_conjTranspose, ← hO, Matrix.conjTranspose_mul,
        Matrix.conjTranspose_conjTranspose, mul_assoc, ← mul_assoc V, v2, one_mul, w1, map_one]
    exact ⟨O, Matrix.ext fun i j => Complex.ofReal_injective (congrFun (congrFun hOO i) j),
      by rw [← hO, ← mul_assoc, v2, one_mul]⟩
  · rintro ⟨O, hO, rfl⟩
    have hT : (ofRealM O)ᵀ = ofRealM Oᵀ := rfl
    rw [Matrix.transpose_mul, hT, mul_assoc, ← mul_assoc (ofRealM O), ← map_mul,
      mul_eq_one_comm.1 hO, map_one, one_mul]
```

Q: One last suspicion. Perhaps the hypotheses only admit Hamiltonians that were real from the start.

A: They don't. Take U = σx, which is unitary and symmetric, and H = σy, which has imaginary entries. The two components here label two basis states that T exchanges, not the states of a spin one-half. Since conj(σy) = −σy and the two matrices anticommute,

σx conj(σy) = −σxσy = σyσx.

So σy satisfies the symmetry condition, and the theorem for Hamiltonians supplies a basis in which it is real symmetric. Lean verifies the conditions entry by entry.

```lean
/-- The matrix σx is unitary and symmetric, and the Hermitian matrix σy obeys
σx conj(σy) = σy σx. -/
theorem spinless_reversal_witness :
    σx ∈ Matrix.unitaryGroup (Fin 2) ℂ ∧ σxᵀ = σx ∧ σy.IsHermitian ∧
      σx * conjM σy = σy * σx := by
  refine ⟨Matrix.mem_unitaryGroup_iff.2 ?_, ?_, ?_, ?_⟩ <;>
    refine Matrix.ext fun i j => ?_ <;> fin_cases i <;> fin_cases j <;>
    simp [σx, σy, conjM, Matrix.mul_apply, Fin.sum_univ_succ, Matrix.star_eq_conjTranspose]

end

end SpinlessReversalRealBasis
```

```lean
#print axioms SpinlessReversalRealBasis.real_basis_of_spinless_reversal
#print axioms SpinlessReversalRealBasis.real_basis_unique
```

```
'SpinlessReversalRealBasis.real_basis_of_spinless_reversal' depends on axioms: [propext, Classical.choice, Quot.sound]
'SpinlessReversalRealBasis.real_basis_unique' depends on axioms: [propext, Classical.choice, Quot.sound]
```
